# A Slater geminal with its slope fixed to that of an exponential target is best when the exponents agree

## Right slope, wrong range

Take the pair function t = exp(-r) as target and approximate it by f = 2 exp(-r/2). Both have slope -1 at r = 0, but f decays half as fast. Measure f by the integral over r > 0 of r²(f'² - 2f't'), which is lower for a better f. Since ∫ r² exp(-kr) dr = 2/k³,

∫ r²(f'² - 2f't') dr = 2 - 32/27 = 22/27, ∫ r² t'² dr = 1/4,

and the ratio is 88/27. The choice f = t gives -1, and no geminal at all, f = 0, gives 0. The overly diffuse geminal is therefore worse than none, although its slope at contact is right.

## The model and its functional

For exponents a, b > 0 and a real amplitude parameter c, let

t = exp(-br), f = (c/a) exp(-ar), x = a/b.

Here r stands for the interelectronic distance and r² for the radial volume element. Because

f'² - 2f't' = (f' - t')² - t'²,

the functional measures the error in the gradient, shifted by a constant.

The slopes at contact are -c and -b, so they agree exactly when c = b. This condition plays the part of the electron-electron cusp condition, which fixes the amplitudes in the fixed-amplitude variants of explicitly correlated methods and leaves the exponent to be chosen; other variants optimise the amplitudes. In this one-coordinate model with a known exponential target, the result shows how that choice can spoil a geminal with the correct slope. The model contains no Coulomb potential, orbitals or basis set, and the target slope is prescribed, not derived from a Hamiltonian. The correlation factor of repelling electrons rises from contact, whereas f and t fall; reversing the signs of both gives a rising pair and leaves the functional unchanged.

## From two moments to the ratio

With f' = -c exp(-ar) and t' = -b exp(-br), the moment formula gives

∫ r²(f'² - 2f't') dr = c²/(4a³) - 4cb/(a+b)³,

∫ r² t'² dr = 1/(4b).

Their quotient is

R = (c/b)²/x³ - 16(c/b)/(1+x)³.

For c = b this becomes R = 1/x³ - 16/(1+x)³, and

R + 1 = (x-1)²(x⁴ + 5x³ + 12x² + 5x + 1) / (x³(1+x)³).

All factors other than (x-1)² are positive, so R ≥ -1, with equality only at x = 1.

Furthermore, R > 0 means 16x³ < (1+x)³. Taking cube roots gives 16^(1/3) x < 1 + x, that is,

x < 1/(16^(1/3) - 1) ≈ 0.658.

If c is free, put s = c/b and complete the square:

R = (s - 8x³/(1+x)³)²/x³ - 64x³/(1+x)⁶.

The minimum at given exponents is the last term, reached at s = 8x³/(1+x)³.

The limits show the difference: as x → 0, the fixed-amplitude ratio grows like 1/x³, while the optimised one tends to 0 from below.

## The statements in Lean

`geminal c a` is f, `target b` is t, and `energyRatio c a b` is R, the quotient of `hylleraas` and `gradNorm`. Both are integrals over `Ioi 0` of expressions in actual derivatives, `deriv`. The names recall the Hylleraas functional of second-order perturbation theory, which has the same quadratic form; R is not the correlation energy of a real system. The fixed amplitude appears as `energyRatio b a b`, and x is written `a / b`.

`fixed_eq` gives the closed form, `fixed_min` the bound and its equality case, and `fixed_pos_iff` the sign criterion. These assume a, b > 0. `free_amplitude_min` does too, but allows any real c.

```lean
import Mathlib

open MeasureTheory Set

namespace FixedAmplitudeGeminal

noncomputable section

/-- The Slater-type geminal `(c/a) exp(-a r)` with exponent `a ≠ 0` and amplitude parameter `c`. -/
def geminal (c a r : ℝ) : ℝ := c / a * Real.exp (-(a * r))

/-- The target pair function `exp(-b r)`. -/
def target (b r : ℝ) : ℝ := Real.exp (-(b * r))

/-- The quadratic functional `∫ r² (f'² - 2 f' t') dr` over `r > 0` of a trial function `f`
for the target `t`. -/
def hylleraas (f t : ℝ → ℝ) : ℝ :=
  ∫ r in Ioi (0 : ℝ), r ^ 2 * ((deriv f r) ^ 2 - 2 * deriv f r * deriv t r)

/-- The radial gradient norm `∫ r² t'² dr` over `r > 0`. -/
def gradNorm (t : ℝ → ℝ) : ℝ := ∫ r in Ioi (0 : ℝ), r ^ 2 * (deriv t r) ^ 2

/-- The functional of the geminal in units of the gradient norm of the target,
for exponents `a, b > 0`. -/
def energyRatio (c a b : ℝ) : ℝ :=
  hylleraas (geminal c a) (target b) / gradNorm (target b)

/-- The second radial moment of an exponential: for `k > 0`, the integral of `r² exp(-k r)`
over `r > 0` is `2/k³`. -/
theorem integral_sq_exp {k : ℝ} (hk : 0 < k) :
    ∫ r in Ioi (0 : ℝ), r ^ 2 * Real.exp (-(k * r)) = 2 / k ^ 3 := by
  have h := Real.integral_rpow_mul_exp_neg_mul_Ioi (show (0 : ℝ) < 3 by norm_num) hk
  have hG : Real.Gamma 3 = 2 := by
    rw [show (3 : ℝ) = ((2 : ℕ) : ℝ) + 1 by norm_num, Real.Gamma_nat_eq_factorial]
    norm_num [Nat.factorial]
  have e : ∀ t : ℝ, t ^ ((3 : ℝ) - 1) = t ^ 2 := fun t => by
    rw [show (3 : ℝ) - 1 = ((2 : ℕ) : ℝ) by norm_num, Real.rpow_natCast]
  have e' : (1 / k) ^ (3 : ℝ) = (1 / k) ^ 3 := by
    rw [show (3 : ℝ) = ((3 : ℕ) : ℝ) by norm_num, Real.rpow_natCast]
  simp only [e] at h
  rw [h, hG, e']
  ring

/-- For `k > 0` the function `r² exp(-k r)` is integrable over `r > 0`. -/
theorem integrable_sq_exp {k : ℝ} (hk : 0 < k) :
    IntegrableOn (fun r : ℝ => r ^ 2 * Real.exp (-(k * r))) (Ioi 0) := by
  by_contra h
  -- a non-integrable function would have integral zero
  have h0 := integral_undef h
  rw [integral_sq_exp hk] at h0
  have : 0 < 2 / k ^ 3 := by positivity
  linarith

/-- The slope of the geminal with exponent `a ≠ 0` is `-c exp(-a r)`. -/
theorem hasDerivAt_geminal (c : ℝ) {a : ℝ} (ha : a ≠ 0) (r : ℝ) :
    HasDerivAt (geminal c a) (-c * Real.exp (-(a * r))) r := by
  have h1 : HasDerivAt (fun r : ℝ => -(a * r)) (-(a * 1)) r :=
    ((hasDerivAt_id' r).const_mul a).fun_neg
  have h2 : c / a * a = c := div_mul_cancel₀ c ha
  exact (h1.exp.const_mul (c / a)).congr_deriv (by
    linear_combination (-Real.exp (-(a * r))) * h2)

/-- The slope of the target pair function is `-b exp(-b r)`. -/
theorem hasDerivAt_target (b r : ℝ) :
    HasDerivAt (target b) (-b * Real.exp (-(b * r))) r := by
  have h1 : HasDerivAt (fun r : ℝ => -(b * r)) (-(b * 1)) r :=
    ((hasDerivAt_id' r).const_mul b).fun_neg
  exact h1.exp.congr_deriv (by ring)

/-- For `a ≠ 0`, the geminal and the target have the same slope at `r = 0` exactly when the
amplitude parameter is `c = b`. -/
theorem same_slope_iff (c b : ℝ) {a : ℝ} (ha : a ≠ 0) :
    deriv (geminal c a) 0 = deriv (target b) 0 ↔ c = b := by
  rw [(hasDerivAt_geminal c ha 0).deriv, (hasDerivAt_target b 0).deriv]
  simp

/-- For `a, b > 0` and any amplitude parameter `c`, the energy ratio is
`(c/b)²/x³ - 16 (c/b)/(1+x)³` with `x = a/b`. -/
theorem energyRatio_eq (c : ℝ) {a b : ℝ} (ha : 0 < a) (hb : 0 < b) :
    energyRatio c a b = (c / b) ^ 2 / (a / b) ^ 3 - 16 * (c / b) / (1 + a / b) ^ 3 := by
  have hab : 0 < a + b := add_pos ha hb
  have sq : ∀ k r : ℝ, Real.exp (-(2 * k * r)) = Real.exp (-(k * r)) ^ 2 := fun k r => by
    rw [pow_two, ← Real.exp_add]
    congr 1
    ring
  -- the numerator is a combination of two exponential moments
  have hN : hylleraas (geminal c a) (target b)
      = c ^ 2 / (4 * a ^ 3) - 4 * c * b / (a + b) ^ 3 := by
    have e : ∀ r : ℝ, r ^ 2 * ((deriv (geminal c a) r) ^ 2
        - 2 * deriv (geminal c a) r * deriv (target b) r)
        = c ^ 2 * (r ^ 2 * Real.exp (-(2 * a * r)))
          - 2 * c * b * (r ^ 2 * Real.exp (-((a + b) * r))) := fun r => by
      have h2 : Real.exp (-((a + b) * r)) = Real.exp (-(a * r)) * Real.exp (-(b * r)) := by
        rw [← Real.exp_add]
        congr 1
        ring
      rw [(hasDerivAt_geminal c ha.ne' r).deriv, (hasDerivAt_target b r).deriv, sq, h2]
      ring
    have h2a : 0 < 2 * a := by positivity
    simp only [hylleraas, e]
    rw [integral_sub ((integrable_sq_exp h2a).const_mul _) ((integrable_sq_exp hab).const_mul _),
      integral_const_mul, integral_const_mul, integral_sq_exp h2a, integral_sq_exp hab]
    ring
  have hD : gradNorm (target b) = 1 / (4 * b) := by
    have e : ∀ r : ℝ, r ^ 2 * (deriv (target b) r) ^ 2
        = b ^ 2 * (r ^ 2 * Real.exp (-(2 * b * r))) := fun r => by
      rw [(hasDerivAt_target b r).deriv, sq]
      ring
    have h2b : 0 < 2 * b := by positivity
    simp only [gradNorm, e]
    rw [integral_const_mul, integral_sq_exp h2b, mul_div_assoc',
      div_eq_div_iff (by positivity) (by positivity)]
    ring
  -- express the quotient through the ratio of exponents
  have hx : 1 + a / b = (a + b) / b := by
    rw [add_div, div_self hb.ne', add_comm]
  have h1 : (c / b) ^ 2 / (a / b) ^ 3 = c ^ 2 * b / a ^ 3 := by field_simp
  have h2 : 16 * (c / b) / ((a + b) / b) ^ 3 = 16 * c * b ^ 2 / (a + b) ^ 3 := by field_simp
  rw [energyRatio, hN, hD, hx, h1, h2, div_div_eq_mul_div, div_one]
  ring

/-- With the amplitude fixed at `c = b` and `a, b > 0`, the energy ratio is
`1/x³ - 16/(1+x)³` with `x = a/b`. -/
theorem fixed_eq {a b : ℝ} (ha : 0 < a) (hb : 0 < b) :
    energyRatio b a b = 1 / (a / b) ^ 3 - 16 / (1 + a / b) ^ 3 := by
  rw [energyRatio_eq b ha hb, div_self hb.ne', one_pow, mul_one]

/-- With the amplitude fixed at `c = b` and `a, b > 0`, the energy ratio is at least `-1`, and it
equals `-1` exactly when the two exponents agree. -/
theorem fixed_min {a b : ℝ} (ha : 0 < a) (hb : 0 < b) :
    -1 ≤ energyRatio b a b ∧ (energyRatio b a b = -1 ↔ a = b) := by
  have hx : 0 < a / b := div_pos ha hb
  rw [fixed_eq ha hb, ← div_eq_one_iff_eq hb.ne']
  generalize a / b = x at hx ⊢
  -- the distance from the minimum carries a double zero at `x = 1`
  have key : 1 / x ^ 3 - 16 / (1 + x) ^ 3 + 1 = (x - 1) ^ 2 *
      ((x ^ 4 + 5 * x ^ 3 + 12 * x ^ 2 + 5 * x + 1) / (x ^ 3 * (1 + x) ^ 3)) := by
    have h1 : 1 + x ≠ 0 := by positivity
    field_simp
    ring
  have hp : 0 < (x ^ 4 + 5 * x ^ 3 + 12 * x ^ 2 + 5 * x + 1) / (x ^ 3 * (1 + x) ^ 3) := by
    positivity
  have hn := mul_nonneg (sq_nonneg (x - 1)) hp.le
  refine ⟨by linarith, fun h => ?_, fun h => by rw [h]; norm_num⟩
  rw [h, neg_add_cancel] at key
  rcases mul_eq_zero.1 key.symm with h1 | h1
  · have h2 := (pow_eq_zero_iff two_ne_zero).1 h1
    linarith
  · exact absurd h1 hp.ne'

/-- With the amplitude fixed at `c = b` and `a, b > 0`, the energy ratio is positive exactly
when `a/b < 1/(16^(1/3) - 1)`. -/
theorem fixed_pos_iff {a b : ℝ} (ha : 0 < a) (hb : 0 < b) :
    0 < energyRatio b a b ↔ a / b < 1 / ((16 : ℝ) ^ (1 / 3 : ℝ) - 1) := by
  have hx : 0 < a / b := div_pos ha hb
  have hk1 : 1 < (16 : ℝ) ^ (1 / 3 : ℝ) := Real.one_lt_rpow (by norm_num) (by norm_num)
  have hk3 : ((16 : ℝ) ^ (1 / 3 : ℝ)) ^ 3 = 16 := by
    rw [← Real.rpow_natCast, ← Real.rpow_mul (by norm_num)]
    norm_num
  rw [fixed_eq ha hb]
  generalize (16 : ℝ) ^ (1 / 3 : ℝ) = k at hk1 hk3 ⊢
  generalize a / b = x at hx ⊢
  have hk0 : 0 < k := by linarith
  -- compare the cubes of `k x` and `1 + x`
  have h : (k * x) ^ 3 < (1 + x) ^ 3 ↔ k * x < 1 + x :=
    pow_lt_pow_iff_left₀ (by positivity) (by positivity) (by norm_num)
  rw [mul_pow, hk3] at h
  rw [sub_pos, div_lt_div_iff₀ (by positivity) (by positivity), lt_div_iff₀ (by linarith),
    one_mul, h]
  constructor <;> intro h' <;> linarith

/-- For given exponents `a, b > 0` and `x = a/b`, the energy ratio at any amplitude is at least
`-64 x³/(1+x)⁶`, with equality exactly at `c/b = 8 x³/(1+x)³`. -/
theorem free_amplitude_min (c : ℝ) {a b : ℝ} (ha : 0 < a) (hb : 0 < b) :
    -(64 * (a / b) ^ 3 / (1 + a / b) ^ 6) ≤ energyRatio c a b ∧
      (energyRatio c a b = -(64 * (a / b) ^ 3 / (1 + a / b) ^ 6) ↔
        c / b = 8 * (a / b) ^ 3 / (1 + a / b) ^ 3) := by
  have hx : 0 < a / b := div_pos ha hb
  rw [energyRatio_eq c ha hb]
  generalize a / b = x at hx ⊢
  generalize c / b = s
  -- complete the square in the amplitude
  have key : s ^ 2 / x ^ 3 - 16 * s / (1 + x) ^ 3 =
      (s - 8 * x ^ 3 / (1 + x) ^ 3) ^ 2 / x ^ 3 + -(64 * x ^ 3 / (1 + x) ^ 6) := by
    have h1 : 1 + x ≠ 0 := by positivity
    field_simp
    ring
  have hn : 0 ≤ (s - 8 * x ^ 3 / (1 + x) ^ 3) ^ 2 / x ^ 3 := by positivity
  rw [key]
  refine ⟨by linarith, fun h => ?_, fun h => by rw [h, sub_self]; simp⟩
  have h0 : (s - 8 * x ^ 3 / (1 + x) ^ 3) ^ 2 / x ^ 3 = 0 := by linarith
  rcases div_eq_zero_iff.1 h0 with h1 | h1
  · exact sub_eq_zero.1 ((pow_eq_zero_iff two_ne_zero).1 h1)
  · exact absurd h1 (by positivity)

end

end FixedAmplitudeGeminal
```

```lean
#print axioms FixedAmplitudeGeminal.same_slope_iff
#print axioms FixedAmplitudeGeminal.fixed_min
#print axioms FixedAmplitudeGeminal.fixed_pos_iff
#print axioms FixedAmplitudeGeminal.free_amplitude_min
```

```
'FixedAmplitudeGeminal.same_slope_iff' depends on axioms: [propext, Classical.choice, Quot.sound]
'FixedAmplitudeGeminal.fixed_min' depends on axioms: [propext, Classical.choice, Quot.sound]
'FixedAmplitudeGeminal.fixed_pos_iff' depends on axioms: [propext, Classical.choice, Quot.sound]
'FixedAmplitudeGeminal.free_amplitude_min' depends on axioms: [propext, Classical.choice, Quot.sound]
```

## How the file carries out the calculation

`integral_sq_exp` obtains 2/k³ from the Gamma integral. `integrable_sq_exp` then uses Lean's convention that a non-integrable function has integral 0: the value 2/k³ is not 0, so the function is integrable. This permits splitting the integral of a difference.

`hasDerivAt_geminal` and `hasDerivAt_target` supply the derivatives, and `same_slope_iff` compares them at r = 0. In `energyRatio_eq`, `hN` and `hD` are the numerator and denominator computed above; the remaining algebra rewrites their quotient in terms of a/b and c/b.

In `fixed_min`, `generalize` replaces a/b by a positive x, and `key` is the factorisation of R + 1, checked by `field_simp` and `ring`. `fixed_pos_iff` calls the cube root k, records k³ = 16, and uses the monotonicity of cubes on nonnegative numbers. In `free_amplitude_min`, `key` is the completed square: its nonnegativity gives the bound, and its vanishing gives the optimal amplitude.
